# Thermal smearing lowers the Fermi level of a 2D band with constant density of states above its edge

A doped monolayer holds a fixed number of electrons per area in a parabolic conduction band, so the density of states above the band edge is constant. When I raise the Fermi-Dirac smearing in my calculation, the Fermi level drops. But the Sommerfeld expansion says that the shift at fixed density is driven by the slope of the density of states, which is zero here. Should the level not stay where it is? Is the drop real, or is it a sampling error?

## The missing holes below the band edge

A drop is what the ideal band itself gives. If the constant density of states continued down to \(-\infty\), the electrons excited above the level would exactly balance the holes left below it, and the level would not move. The band stops at its edge, so some of those holes are missing, and the level must fall to keep the density fixed. For a level far above the edge the effect is exponentially small, which is how it escapes an expansion in powers of the temperature.

Measure energies \(e\) from the band edge. Let \(g>0\) be the density of states per area, \(kT>0\) the thermal energy, \(m\) the Fermi level and \(n>0\) the carrier density. Then

\[
n=\int_0^\infty \frac{g}{\exp((e-m)/kT)+1}\,de .
\]

With \(y=\exp((m-e)/kT)\), the integrand is \(g/(1/y+1)=g\,y/(1+y)\). Since \(dy/de=-y/kT\),

\[
\frac{d}{de}\bigl[-g\,kT\ln(1+y)\bigr]=\frac{g\,y}{1+y}.
\]

This primitive tends to zero as \(e\to\infty\), because \(y\to0\). Subtracting its value at \(e=0\) gives

\[
n=g\,kT\ln\bigl(1+\exp(m/kT)\bigr).
\]

Set \(F=n/g\). Then \(\exp(F/kT)=1+\exp(m/kT)\), which has exactly one real solution:

\[
m=kT\ln\bigl(\exp(F/kT)-1\bigr)=F+kT\ln\bigl(1-\exp(-F/kT)\bigr).
\]

The last logarithm has an argument between 0 and 1, so it is negative and \(m<F\).

Three further properties follow at fixed \(F\):

- **The level falls strictly with temperature.** Write \(L(t)=\ln(1-\exp(-F/t))\). For \(0<a<b\) we have \(L(b)<L(a)<0\), hence \(bL(b)<bL(a)<aL(a)\).
- **It tends to \(F\) as \(kT\to0^+\).** Both \(kT\) and the logarithm tend to zero, so \(F\) is the zero-temperature level.
- **It lies above the band edge exactly when \(kT\ln2<F\).** The condition \(m>0\) means \(\exp(F/kT)-1>1\).

## Numbers for a level of 50 meV

Take \(F=50\) meV. At \(kT=25\) meV, \(\exp(-2)\approx0.1353\) and \(\ln(0.8647)\approx-0.1454\), so the shift is about \(-3.6\) meV and \(m\approx46.4\) meV. At \(kT=10\) meV, \(\exp(-5)\approx0.0067\), and the shift is only about \(-0.07\) meV.

When Fermi levels of a doped layer, each measured from the band edge, are compared at different Fermi-Dirac smearing widths, the formula gives the change expected for an ideal parabolic band at fixed density. A clear deviation from it points to another source, such as k-point sampling or a band that is not parabolic.

## What the Lean statements say

`carrierDensity g kT m` is the Lebesgue integral over `Ioi 0`, the energies above the edge. Any spin or valley degeneracy is contained in `g`. The variable `kT` is a single real number, an energy, and all quantities are real numbers without units. `fermiLevel F kT` is the closed formula, defined separately from the integral.

The main theorem, `carrierDensity_eq_iff`, says that for positive `g`, `kT` and `n`, and any real `m`, the integral equals `n` if and only if `m = fermiLevel (n / g) kT`. One direction shows that the formula works, the other that no other level does. `fermi_level_lowered` then states that any `m` reproducing `n` satisfies `m < n / g`. The last three theorems are the listed properties of the formula.

The model has one band with a fixed edge, no upper limit and no interactions. Changes of the band or of the electrostatic reference with doping, as in a charged slab, are left out, and so are smearing functions other than Fermi-Dirac.

The band could also have been given a finite width \(W\), with the integral stopping at \(e=W\). The level would then fall with smearing only below half filling. At half filling it would stay at \(W/2\), and above half filling it would rise, because holes missing below the edge are then outweighed by electrons missing above the top.

```lean
import Mathlib

open MeasureTheory Filter Set Topology

namespace TwoDimensionalFermiLevel

noncomputable section

/-- Carrier density of a band with edge at zero and constant density of states `g`, filled according
to the Fermi-Dirac distribution with Fermi level `m` and thermal energy `kT > 0`. -/
def carrierDensity (g kT m : ℝ) : ℝ :=
  ∫ e in Ioi (0 : ℝ), g / (Real.exp ((e - m) / kT) + 1)

/-- The closed formula `F + kT ln(1 - exp(-F/kT))` for the Fermi level, meant for
`F > 0` and `kT > 0`. -/
def fermiLevel (F kT : ℝ) : ℝ :=
  F + kT * Real.log (1 - Real.exp (-F / kT))

/-- For `kT > 0`, the function `-g kT ln(1 + exp((m-e)/kT))` of the energy `e` is a primitive
of the occupied density of states. -/
theorem hasDerivAt_primitive {kT : ℝ} (hkT : 0 < kT) (g m e : ℝ) :
    HasDerivAt (fun e : ℝ => -(g * kT) * Real.log (1 + Real.exp ((m - e) / kT)))
      (g / (Real.exp ((e - m) / kT) + 1)) e := by
  have h1 : HasDerivAt (fun e : ℝ => (m - e) / kT) (-1 / kT) e :=
    ((hasDerivAt_id' e).const_sub m).div_const kT
  have hne : 1 + Real.exp ((m - e) / kT) ≠ 0 := by positivity
  have h2 := ((h1.exp.const_add 1).log hne).const_mul (-(g * kT))
  refine h2.congr_deriv ?_
  -- both sides are expressed through the single Boltzmann factor y
  have h3 : Real.exp ((e - m) / kT) = (Real.exp ((m - e) / kT))⁻¹ := by
    rw [← Real.exp_neg]
    congr 1
    ring
  rw [h3]
  have hy := Real.exp_pos ((m - e) / kT)
  generalize Real.exp ((m - e) / kT) = y at hy hne ⊢
  field_simp

/-- For `kT > 0`, the primitive of the occupied density of states vanishes at high energy. -/
theorem tendsto_primitive {kT : ℝ} (hkT : 0 < kT) (g m : ℝ) :
    Tendsto (fun e : ℝ => -(g * kT) * Real.log (1 + Real.exp ((m - e) / kT)))
      atTop (𝓝 0) := by
  have h1 : Tendsto (fun e : ℝ => (m - e) / kT) atTop atBot := by
    have h := (tendsto_atBot_add_const_left atTop m
      (tendsto_neg_atTop_atBot (G := ℝ))).atBot_div_const hkT
    simpa only [← sub_eq_add_neg] using h
  have h2 : Tendsto (fun e : ℝ => Real.exp ((m - e) / kT)) atTop (𝓝 0) :=
    Real.tendsto_exp_atBot.comp h1
  have h3 := ((h2.const_add 1).log (by norm_num)).const_mul (-(g * kT))
  rw [add_zero, Real.log_one, mul_zero] at h3
  exact h3

/-- For `g > 0` and `kT > 0`, the occupied density of states is integrable over the band. -/
theorem integrableOn_occupied {g kT : ℝ} (hg : 0 < g) (hkT : 0 < kT) (m : ℝ) :
    IntegrableOn (fun e : ℝ => g / (Real.exp ((e - m) / kT) + 1)) (Ioi 0) :=
  integrableOn_Ioi_deriv_of_nonneg' (fun e _ => hasDerivAt_primitive hkT g m e)
    (fun e _ => by positivity) (tendsto_primitive hkT g m)

/-- For `g > 0` and `kT > 0`, the carrier density is `g kT ln(1 + exp(m/kT))`. -/
theorem carrierDensity_eq {g kT : ℝ} (hg : 0 < g) (hkT : 0 < kT) (m : ℝ) :
    carrierDensity g kT m = g * kT * Real.log (1 + Real.exp (m / kT)) := by
  have h := integral_Ioi_of_hasDerivAt_of_nonneg'
    (fun e (_ : e ∈ Ici (0 : ℝ)) => hasDerivAt_primitive hkT g m e)
    (fun e _ => by positivity) (tendsto_primitive hkT g m)
  unfold carrierDensity
  rw [h, sub_zero]
  ring

/-- For `F > 0` and `kT > 0`, the Fermi level formula can be written `kT ln(exp(F/kT) - 1)`. -/
theorem fermiLevel_eq {F kT : ℝ} (hF : 0 < F) (hkT : 0 < kT) :
    fermiLevel F kT = kT * Real.log (Real.exp (F / kT) - 1) := by
  have hneg : -F / kT < 0 := div_neg_of_neg_of_pos (by linarith) hkT
  have hpos : 0 < 1 - Real.exp (-F / kT) := sub_pos.2 (Real.exp_lt_one_iff.2 hneg)
  -- pull the factor exp(F/kT) out of the logarithm
  have h1 : Real.exp (F / kT) - 1 = Real.exp (F / kT) * (1 - Real.exp (-F / kT)) := by
    have h0 : F / kT + -F / kT = 0 := by ring
    rw [mul_sub, mul_one, ← Real.exp_add, h0, Real.exp_zero]
  have h2 : kT * (F / kT) = F := by field_simp
  rw [h1, Real.log_mul (Real.exp_ne_zero _) hpos.ne', Real.log_exp, mul_add, h2]
  rfl

/-- For `g, kT, n > 0`, the band holds the carrier density `n` at exactly one Fermi level,
`m = F + kT ln(1 - exp(-F/kT))` with `F = n/g`. -/
theorem carrierDensity_eq_iff {g kT n : ℝ} (hg : 0 < g) (hkT : 0 < kT) (hn : 0 < n) (m : ℝ) :
    carrierDensity g kT m = n ↔ m = fermiLevel (n / g) kT := by
  have hF : 0 < n / g := div_pos hn hg
  rw [carrierDensity_eq hg hkT, fermiLevel_eq hF hkT]
  constructor
  · intro h
    have h1 : n / g / kT = Real.log (1 + Real.exp (m / kT)) := by
      rw [← h]
      field_simp
    rw [h1, Real.exp_log (by positivity), add_sub_cancel_left, Real.log_exp]
    field_simp
  · intro h
    have hpos : 0 < Real.exp (n / g / kT) - 1 :=
      sub_pos.2 (Real.one_lt_exp_iff.2 (div_pos hF hkT))
    have h1 : m / kT = Real.log (Real.exp (n / g / kT) - 1) := by
      rw [h]
      exact mul_div_cancel_left₀ _ hkT.ne'
    rw [h1, Real.exp_log hpos, add_sub_cancel, Real.log_exp]
    field_simp

/-- For `g, kT, n > 0`, a Fermi level that reproduces the carrier density `n` lies strictly
below `n/g`. -/
theorem fermi_level_lowered {g kT n m : ℝ} (hg : 0 < g) (hkT : 0 < kT) (hn : 0 < n)
    (h : carrierDensity g kT m = n) : m < n / g := by
  rw [(carrierDensity_eq_iff hg hkT hn m).1 h]
  have hF : 0 < n / g := div_pos hn hg
  have hneg : -(n / g) / kT < 0 := div_neg_of_neg_of_pos (by linarith) hkT
  have hlog : Real.log (1 - Real.exp (-(n / g) / kT)) < 0 :=
    Real.log_neg (sub_pos.2 (Real.exp_lt_one_iff.2 hneg)) (sub_lt_self _ (Real.exp_pos _))
  have h1 := mul_neg_of_pos_of_neg hkT hlog
  unfold fermiLevel
  linarith

/-- At fixed `F > 0`, the Fermi level falls strictly as the thermal energy `kT > 0` grows. -/
theorem fermiLevel_strictAntiOn {F : ℝ} (hF : 0 < F) :
    StrictAntiOn (fermiLevel F) (Ioi 0) := by
  intro a ha b hb hab
  have ha' : 0 < a := ha
  have hb' : 0 < b := hb
  have hdiv : -F / a < -F / b := by
    have h := div_lt_div_of_pos_left hF ha' hab
    rw [neg_div, neg_div]
    linarith
  have hnegb : -F / b < 0 := div_neg_of_neg_of_pos (by linarith) hb'
  have hexp := Real.exp_lt_exp.2 hdiv
  have hb1 := Real.exp_lt_one_iff.2 hnegb
  -- the logarithm is negative and decreases with temperature
  have hlog : Real.log (1 - Real.exp (-F / b)) < Real.log (1 - Real.exp (-F / a)) :=
    Real.log_lt_log (by linarith) (by linarith)
  have hloga : Real.log (1 - Real.exp (-F / a)) < 0 :=
    Real.log_neg (by linarith) (sub_lt_self _ (Real.exp_pos _))
  have h1 := mul_lt_mul_of_pos_left hlog hb'
  have h2 := mul_lt_mul_of_neg_right hab hloga
  unfold fermiLevel
  linarith

/-- For `F > 0`, the Fermi level tends to `F` as the thermal energy tends to zero from above. -/
theorem fermiLevel_tendsto {F : ℝ} (hF : 0 < F) :
    Tendsto (fermiLevel F) (𝓝[>] 0) (𝓝 F) := by
  have h1 : Tendsto (fun t : ℝ => -F / t) (𝓝[>] 0) atBot := by
    simp only [div_eq_mul_inv]
    exact Tendsto.const_mul_atTop_of_neg (by linarith) tendsto_inv_nhdsGT_zero
  have h2 : Tendsto (fun t : ℝ => Real.exp (-F / t)) (𝓝[>] 0) (𝓝 0) :=
    Real.tendsto_exp_atBot.comp h1
  have h3 := (h2.const_sub 1).log (by norm_num)
  have h4 : Tendsto (fun t : ℝ => t) (𝓝[>] 0) (𝓝 0) :=
    tendsto_id.mono_left nhdsWithin_le_nhds
  have h5 := (h4.mul h3).const_add F
  rw [zero_mul, add_zero] at h5
  exact h5

/-- For `F > 0` and `kT > 0`, the Fermi level lies above the band edge exactly when
`kT ln 2 < F`. -/
theorem fermiLevel_pos_iff {F kT : ℝ} (hF : 0 < F) (hkT : 0 < kT) :
    0 < fermiLevel F kT ↔ kT * Real.log 2 < F := by
  have hpos : 0 < Real.exp (F / kT) - 1 :=
    sub_pos.2 (Real.one_lt_exp_iff.2 (div_pos hF hkT))
  rw [fermiLevel_eq hF hkT, mul_pos_iff_of_pos_left hkT, Real.log_pos_iff hpos.le,
    lt_sub_iff_add_lt, one_add_one_eq_two, ← Real.log_lt_iff_lt_exp two_pos,
    lt_div_iff₀ hkT, mul_comm]

end

end TwoDimensionalFermiLevel
```

```lean
#print axioms TwoDimensionalFermiLevel.fermi_level_lowered
-- 'TwoDimensionalFermiLevel.fermi_level_lowered' depends on axioms: [propext, Classical.choice, Quot.sound]
#print axioms TwoDimensionalFermiLevel.fermiLevel_strictAntiOn
-- 'TwoDimensionalFermiLevel.fermiLevel_strictAntiOn' depends on axioms: [propext, Classical.choice, Quot.sound]
#print axioms TwoDimensionalFermiLevel.fermiLevel_tendsto
-- 'TwoDimensionalFermiLevel.fermiLevel_tendsto' depends on axioms: [propext, Classical.choice, Quot.sound]
#print axioms TwoDimensionalFermiLevel.fermiLevel_pos_iff
-- 'TwoDimensionalFermiLevel.fermiLevel_pos_iff' depends on axioms: [propext, Classical.choice, Quot.sound]
```

## From the primitive to the Fermi level

`hasDerivAt_primitive` differentiates the logarithm by the chain rule. It then writes both exponentials through the single factor `y`, as above, and `field_simp` closes the remaining identity. `tendsto_primitive` supplies the limit at high energy.

Because the integrand is nonnegative, these two facts feed Mathlib's fundamental theorem of calculus on a half-line. It yields integrability in `integrableOn_occupied` and the value of the integral in `carrierDensity_eq`. Integrability matters because Mathlib assigns the value zero to the integral of a non-integrable function.

`fermiLevel_eq` takes the factor \(\exp(F/kT)\) out of the logarithm to connect the two forms of the level. In `carrierDensity_eq_iff`, the forward direction solves the density equation for `m`, and the backward direction substitutes the formula; both cancel logarithms against exponentials.

`fermi_level_lowered` uses the equivalence to replace `m` by the formula, and `Real.log_neg` gives the sign. In `fermiLevel_strictAntiOn`, `h1` and `h2` are the two inequalities of the chain \(bL(b)<bL(a)<aL(a)\). `fermiLevel_tendsto` combines the limits of the two factors, and `fermiLevel_pos_iff` rewrites the sign condition step by step until it reads `kT * Real.log 2 < F`.
